# For one real orbital, the squared density gradient is eight times the density times the gradient-form kinetic energy density, in atomic units

The theorem `one_orbital_relation` concerns a single grid point and a finite basis, with density matrix P_mn = ν c_m c_n built from one real orbital ψ that need not be normalised, ν being any real number. It states that |∇ρ|² = 8ρτ, where ρ is the density and τ = ½ ∑ P_mn ∇φ_m·∇φ_n is the kinetic energy density. In the formal statement the basis values are arbitrary reals and their gradients arbitrary vectors in a real inner product space. The attempt proves ρ = νψ², τ = ½ν|∇ψ|² and ∇ρ = 2νψ∇ψ separately, then substitutes them and finishes with `ring`.

This version doesn't compile in Lean 4 with Mathlib:

```lean
import Mathlib

open Matrix

namespace OneOrbitalRelation

noncomputable section

variable {G B V : Type*} [Fintype G] [Fintype B]
  [NormedAddCommGroup V] [InnerProductSpace ℝ V]

/-- Electron density at a grid point, from the basis values `φ` and the density matrix `P`. -/
def density (φ : B → ℝ) (P : Matrix B B ℝ) : ℝ :=
  ∑ m, ∑ n, P m n * (φ m * φ n)

/-- Gradient of the product of two basis functions, by the product rule. -/
def pairGrad (φ : B → ℝ) (d : B → V) (m n : B) : V :=
  φ n • d m + φ m • d n

/-- Density gradient at a grid point. -/
def densityGrad (φ : B → ℝ) (d : B → V) (P : Matrix B B ℝ) : V :=
  ∑ m, ∑ n, P m n • pairGrad φ d m n

/-- Kinetic energy density at a grid point. -/
def kineticDensity (d : B → V) (P : Matrix B B ℝ) : ℝ :=
  1 / 2 * ∑ m, ∑ n, P m n * inner ℝ (d m) (d n)

/-- The squared gradient of an orbital with coefficients `c`, as a double sum over the basis. -/
theorem orbital_gradient_sq (c : B → ℝ) (d : B → V) :
    (inner ℝ (∑ m, c m • d m) (∑ n, c n • d n) : ℝ)
      = ∑ m, ∑ n, c m * c n * inner ℝ (d m) (d n) := by
  rw [sum_inner]
  refine Finset.sum_congr rfl fun m _ => ?_
  rw [inner_sum]
  refine Finset.sum_congr rfl fun n _ => ?_
  rw [real_inner_smul_left, real_inner_smul_right]
  ring

/-- For a density matrix equal to a real number `ν` times the product of the coefficients of a
single real orbital, not assumed normalised, the squared density gradient equals eight times the
density times the kinetic energy density. -/
theorem one_orbital_relation (φ : B → ℝ) (d : B → V) (ν : ℝ) (c : B → ℝ)
    (P : Matrix B B ℝ) (hP : ∀ m n, P m n = ν * (c m * c n)) :
    (inner ℝ (densityGrad φ d P) (densityGrad φ d P) : ℝ)
      = 8 * density φ P * kineticDensity d P := by
  have h1 : density φ P = ν * ((∑ m, c m * φ m) * ∑ n, c n * φ n) := by
    unfold density
    rw [Finset.sum_mul_sum, Finset.mul_sum]
    refine Finset.sum_congr rfl fun m _ => ?_
    rw [Finset.mul_sum]
    refine Finset.sum_congr rfl fun n _ => ?_
    rw [hP]
    ring
  have h3 : kineticDensity d P
      = 1 / 2 * (ν * inner ℝ (∑ m, c m • d m) (∑ n, c n • d n)) := by
    unfold kineticDensity
    rw [orbital_gradient_sq, Finset.mul_sum]
    congr 1
    refine Finset.sum_congr rfl fun m _ => ?_
    rw [Finset.mul_sum]
    refine Finset.sum_congr rfl fun n _ => ?_
    rw [hP]
    ring
  -- each half of the product rule gives density amplitude times orbital gradient
  have hA : ∑ m, ∑ n, (ν * (c m * c n)) • (φ n • d m)
      = (ν * ∑ n, c n * φ n) • ∑ m, c m • d m := by
    rw [Finset.smul_sum]
    refine Finset.sum_congr rfl fun m _ => ?_
    rw [Finset.mul_sum, Finset.sum_smul]
    refine Finset.sum_congr rfl fun n _ => ?_
    module
  have hB : ∑ m, ∑ n, (ν * (c m * c n)) • (φ m • d n)
      = (ν * ∑ n, c n * φ n) • ∑ m, c m • d m := by
    rw [← hA]
    refine Finset.sum_comm.trans
      (Finset.sum_congr rfl fun m _ => Finset.sum_congr rfl fun n _ => ?_)
    module
  have h2 : densityGrad φ d P = (2 * (ν * ∑ n, c n * φ n)) • ∑ m, c m • d m := by
    simp only [densityGrad, pairGrad, hP, smul_add, Finset.sum_add_distrib]
    rw [hA, hB, ← add_smul, two_mul]
  rw [h1, h2, h3, real_inner_smul_left, real_inner_smul_right]
  ring

end

end OneOrbitalRelation
```

Messages:

```
Main.lean:59:11: error: typeclass instance problem is stuck
  AddCommMonoid ?m.196

Note: Lean will not try to resolve this typeclass instance problem because the type argument to `AddCommMonoid` is a metavariable. This argument must be fully determined before Lean will try to resolve the typeclass.

Hint: Adding type annotations and supplying implicit arguments to functions can give Lean more information for typeclass resolution. For example, if you have a variable `x` that you intend to be a `Nat`, but Lean reports it as having an unresolved type like `?m`, replacing `x` with `(x : Nat)` can get typeclass resolution un-stuck.
```

What went wrong. The error is at the first `Finset.sum_congr` in `h3`, the formula for τ. Lean reports that it cannot look for an `AddCommMonoid` instance because the type it is needed for is still unknown.

The cause is the rewrite two lines earlier. After `orbital_gradient_sq`, both sides of the goal have the form `1 / 2 * …`. `Finset.mul_sum` then rewrites the first match, on the left, and moves the `1 / 2` inside that sum. The left side is now a sum and the right side still a product, so `congr 1` cannot cancel the common factor and leaves the goal as it is. `Finset.sum_congr` needs a sum on both sides, so it does not fit this goal, and the type of its summands is never determined.

The repair runs `congr 1` first, while both sides are still products, which removes the `1 / 2`. `Finset.mul_sum` then moves `ν` inside the sum on the right, and `Finset.sum_congr` has two sums to compare. The reworded comment, which now mentions `ν`, is mere tidying.

The mended proof, as a diff:

```diff
@@ -55,6 +55,7 @@
       = 1 / 2 * (ν * inner ℝ (∑ m, c m • d m) (∑ n, c n • d n)) := by
     unfold kineticDensity
-    rw [orbital_gradient_sq, Finset.mul_sum]
+    rw [orbital_gradient_sq]
     congr 1
+    rw [Finset.mul_sum]
     refine Finset.sum_congr rfl fun m _ => ?_
     rw [Finset.mul_sum]
@@ -62,5 +63,5 @@
     rw [hP]
     ring
-  -- each half of the product rule gives density amplitude times orbital gradient
+  -- each half of the product rule gives `ν` times the orbital value times the orbital gradient
   have hA : ∑ m, ∑ n, (ν * (c m * c n)) • (φ n • d m)
       = (ν * ∑ n, c n * φ n) • ∑ m, c m • d m := by
```
